# At real energies off the spectrum of a finite Hermitian block, its self-energy is Hermitian with a negative semidefinite energy derivative

Q: Before any theorem, tell me what the symbols are. Which orbitals are kept and which are eliminated?

A: The index type `m` labels the kept orbitals and `n` the eliminated ones, in an orthonormal basis. The full Hamiltonian is

$$H=\begin{pmatrix}A & B\\ B^\dagger & D\end{pmatrix},$$

where $A$ acts on the kept orbitals, $D$ on the eliminated ones, and $B$ is the $m\times n$ coupling. The set `n` is finite throughout.

```lean
import Mathlib

open Matrix Filter Topology
open scoped ComplexOrder

namespace SelfEnergyPartitioning

noncomputable section

variable {m n : Type*} [Fintype n] [DecidableEq n]
```

The energy $E$ is a real number by its type, so there is no $+i\eta$. The matrix $E-D$ is called `shifted D E`.

```lean
/-- The matrix `E - D` for a real energy `E`. -/
def shifted (D : Matrix n n ℂ) (E : ℝ) : Matrix n n ℂ := (E : ℂ) • 1 - D
```

Q: And "not an eigenvalue"?

A: It is stated directly: $Dv=Ev$ forces $v=0$. Physically, the isolated eliminated fragment has no level at $E$.

```lean
/-- The energy `E` is not an eigenvalue of `D`: only the zero vector solves `D v = E v`. -/
def OffSpectrum (D : Matrix n n ℂ) (E : ℝ) : Prop :=
  ∀ v : n → ℂ, D *ᵥ v = (E : ℂ) • v → v = 0
```

The Green matrix is $G(E)=(E-D)^{-1}$, the self-energy is $\Sigma(E)=B\,G(E)\,B^\dagger$, and `selfEnergySlope` is the matrix $-B\,G(E)^2B^\dagger$.

```lean
/-- The Green matrix `(E - D)⁻¹`, meant for energies `E` that are not eigenvalues of `D`. -/
def green (D : Matrix n n ℂ) (E : ℝ) : Matrix n n ℂ := (shifted D E)⁻¹

/-- The self-energy `B (E - D)⁻¹ Bᴴ`, meant for energies `E` that are not eigenvalues of `D`. -/
def selfEnergy (B : Matrix m n ℂ) (D : Matrix n n ℂ) (E : ℝ) : Matrix m m ℂ :=
  B * green D E * Bᴴ

/-- The matrix `-B (E - D)⁻² Bᴴ`, meant for energies `E` that are not eigenvalues of `D`. -/
def selfEnergySlope (B : Matrix m n ℂ) (D : Matrix n n ℂ) (E : ℝ) : Matrix m m ℂ :=
  -(B * green D E ^ 2 * Bᴴ)
```

Q: You have named a matrix "slope". That doesn't make it a derivative.

A: Agreed, so that has to be proved. The claim is that for Hermitian $D$ and $E$ off its spectrum, $\Sigma(E)$ is Hermitian, each entry of $\Sigma$ is differentiable at $E$ with the matching entry of $-BG(E)^2B^\dagger$ as derivative, and this matrix is negative semidefinite.

Q: Lean gives every matrix an inverse, even a singular one. How do I know that $G$ is the real one?

A: Since $(E-D)v=Ev-Dv$, an eigenvector of $D$ at $E$ is the same thing as a nonzero vector killed by $E-D$. Such a vector exists exactly when $\det(E-D)=0$. So off the spectrum the determinant is nonzero and $G(E)$ is a two-sided inverse. The next three results say this in the same order.

```lean
lemma shifted_mulVec (D : Matrix n n ℂ) (E : ℝ) (v : n → ℂ) :
    shifted D E *ᵥ v = (E : ℂ) • v - D *ᵥ v := by
  simp [shifted, Matrix.sub_mulVec, Matrix.smul_mulVec]

/-- An energy is not an eigenvalue of `D` exactly when the determinant of `E - D` is nonzero. -/
theorem offSpectrum_iff (D : Matrix n n ℂ) (E : ℝ) :
    OffSpectrum D E ↔ (shifted D E).det ≠ 0 := by
  rw [ne_eq, ← Matrix.exists_mulVec_eq_zero_iff]
  constructor
  · rintro h ⟨v, hv, h0⟩
    rw [shifted_mulVec, sub_eq_zero] at h0
    exact hv (h v h0.symm)
  · intro h v hv
    by_contra hne
    exact h ⟨v, hne, by rw [shifted_mulVec, hv, sub_self]⟩

/-- If `E` is not an eigenvalue of `D`, the Green matrix is a two-sided inverse of `E - D`. -/
theorem green_inverse {D : Matrix n n ℂ} {E : ℝ} (hE : OffSpectrum D E) :
    shifted D E * green D E = 1 ∧ green D E * shifted D E = 1 := by
  have h := isUnit_iff_ne_zero.mpr ((offSpectrum_iff D E).mp hE)
  exact ⟨Matrix.mul_nonsing_inv _ h, Matrix.nonsing_inv_mul _ h⟩
```

Q: Now the derivative. Do you differentiate an inverse matrix by a quoted rule?

A: No, by the difference quotient. For $x$ and $y$ both off the spectrum,

$$G(x)-G(y)=G(x)\big[(y-D)-(x-D)\big]G(y)=-(x-y)\,G(x)G(y).$$

The `calc` block in `green_sub` inserts the two identities $(y-D)G(y)=1$ and $G(x)(x-D)=1$, just as this line does.

```lean
/-- Resolvent identity: `G(x) - G(y) = -(x - y) G(x) G(y)` for two real energies that are
not eigenvalues of `D`. -/
theorem green_sub {D : Matrix n n ℂ} {x y : ℝ} (hx : OffSpectrum D x) (hy : OffSpectrum D y) :
    green D x - green D y = (-((x - y : ℝ) : ℂ)) • (green D x * green D y) := by
  have hs : shifted D y - shifted D x = (-((x - y : ℝ) : ℂ)) • (1 : Matrix n n ℂ) := by
    simp only [shifted]
    push_cast
    module
  calc green D x - green D y
      = green D x * (shifted D y * green D y) - (green D x * shifted D x) * green D y := by
        rw [(green_inverse hy).1, (green_inverse hx).2, mul_one, one_mul]
    _ = green D x * (shifted D y - shifted D x) * green D y := by noncomm_ring
    _ = _ := by rw [hs, mul_smul_comm, mul_one, smul_mul_assoc]
```

Put $y=E$, multiply by $B$ and $B^\dagger$, and divide by $x-E\neq0$:

$$\frac{\Sigma(x)-\Sigma(E)}{x-E}=-B\,G(x)G(E)\,B^\dagger .$$

It remains to let $x\to E$. We have $G(x)=\operatorname{adj}(x-D)/\det(x-D)$, where numerator and denominator are continuous in $x$ and the denominator is nonzero at $E$. Hence $G(x)\to G(E)$, and the quotient tends to $-B\,G(E)^2B^\dagger$.

Q: The identity needs $x$ off the spectrum too, not only $E$.

A: By continuity the determinant stays nonzero near $E$. That is what the `filter_upwards` step supplies, together with $x\neq E$. In the code, `hcG` is the continuity of $G$ and `hdiff` is the closed form of the difference. Hermiticity of $D$ has not been used yet.

```lean
/-- If `E` is not an eigenvalue of `D`, every entry of the self-energy is differentiable at `E`,
and its derivative is the same entry of `-B (E - D)⁻² Bᴴ`. -/
theorem hasDerivAt_selfEnergy (B : Matrix m n ℂ) {D : Matrix n n ℂ} {E : ℝ}
    (hE : OffSpectrum D E) (i j : m) :
    HasDerivAt (fun x : ℝ => selfEnergy B D x i j) (selfEnergySlope B D E i j) E := by
  have hdet := (offSpectrum_iff D E).mp hE
  have hcS : Continuous (fun x : ℝ => shifted D x) :=
    (Complex.continuous_ofReal.smul continuous_const).sub continuous_const
  -- the Green matrix is continuous at E, by the adjugate formula
  have hcG : ContinuousAt (fun x : ℝ => green D x) E := by
    have h : ContinuousAt
        (fun x : ℝ => (shifted D x).det⁻¹ • (shifted D x).adjugate) E :=
      (hcS.matrix_det.continuousAt.inv₀ hdet).smul hcS.matrix_adjugate.continuousAt
    simpa only [green, Matrix.inv_def, Ring.inverse_eq_inv'] using h
  have hF : Continuous (fun M : Matrix n n ℂ => (-(B * (M * green D E) * Bᴴ)) i j) :=
    (((continuous_const.matrix_mul (continuous_id.matrix_mul continuous_const)).matrix_mul
      continuous_const).neg).matrix_elem i j
  have hlim := (hF.tendsto (green D E)).comp hcG
  rw [hasDerivAt_iff_tendsto_slope, selfEnergySlope, pow_two]
  refine Filter.Tendsto.congr' ?_ (hlim.mono_left nhdsWithin_le_nhds)
  filter_upwards [nhdsWithin_le_nhds (hcS.matrix_det.continuousAt.eventually_ne hdet),
    self_mem_nhdsWithin] with x hx hxE
  have hne : x - E ≠ 0 := sub_ne_zero.mpr hxE
  -- the resolvent identity gives the difference in closed form
  have hdiff : selfEnergy B D x - selfEnergy B D E
      = ((x - E : ℝ) : ℂ) • (-(B * (green D x * green D E) * Bᴴ)) := by
    calc selfEnergy B D x - selfEnergy B D E
        = B * (green D x - green D E) * Bᴴ := by
          simp only [selfEnergy, Matrix.mul_sub, Matrix.sub_mul]
      _ = _ := by
          rw [green_sub ((offSpectrum_iff D x).mpr hx) hE, Matrix.mul_smul, Matrix.smul_mul,
            neg_smul, smul_neg]
  have hij : selfEnergy B D x i j - selfEnergy B D E i j
      = ((x - E : ℝ) : ℂ) * (-(B * (green D x * green D E) * Bᴴ)) i j :=
    congrArg (fun M : Matrix m m ℂ => M i j) hdiff
  rw [slope_def_module]
  change (-(B * (green D x * green D E) * Bᴴ)) i j
    = (x - E)⁻¹ • (selfEnergy B D x i j - selfEnergy B D E i j)
  rw [hij, Complex.real_smul, Complex.ofReal_inv,
    inv_mul_cancel_left₀ (Complex.ofReal_ne_zero.mpr hne)]
```

Q: Then where does it enter?

A: In the symmetry and the sign. For real $E$ and $D^\dagger=D$ we have $(E-D)^\dagger=E-D$, so $G^\dagger=G$.

```lean
lemma green_conjTranspose {D : Matrix n n ℂ} (hD : D.IsHermitian) (E : ℝ) :
    (green D E)ᴴ = green D E := by
  have hS : (shifted D E)ᴴ = shifted D E := by
    simp [shifted, Matrix.conjTranspose_sub, Matrix.conjTranspose_smul, hD.eq]
  rw [green, Matrix.conjTranspose_nonsing_inv, hS]
```

It follows that $\Sigma^\dagger=BG^\dagger B^\dagger=\Sigma$. For any vector $u$ on the kept orbitals, now also finite in number,

$$u^\dagger\Sigma'(E)u=-u^\dagger B\,G\,G\,B^\dagger u=-(GB^\dagger u)^\dagger(GB^\dagger u)=-\lVert G(E)B^\dagger u\rVert^2\le 0 .$$

The lemma `slope_quadratic` is this computation up to the last equality but one.

```lean
variable [Fintype m]

lemma slope_quadratic (B : Matrix m n ℂ) {D : Matrix n n ℂ} (hD : D.IsHermitian) (E : ℝ)
    (u : m → ℂ) :
    star u ⬝ᵥ (selfEnergySlope B D E *ᵥ u)
      = -(star (green D E *ᵥ (Bᴴ *ᵥ u)) ⬝ᵥ (green D E *ᵥ (Bᴴ *ᵥ u))) := by
  rw [Matrix.star_mulVec, Matrix.star_mulVec, Matrix.conjTranspose_conjTranspose,
    green_conjTranspose hD]
  simp only [selfEnergySlope, Matrix.neg_mulVec, dotProduct_neg, pow_two, ← Matrix.mulVec_mulVec]
  simp only [Matrix.dotProduct_mulVec]
```

The main theorem collects the four statements: the inverse property, Hermiticity, the entrywise derivative and the sign.

```lean
/-- For Hermitian `D` and a real energy `E` that is not an eigenvalue of `D`, the matrix `E - D`
is invertible, the self-energy is Hermitian and differentiable at `E` entry by entry with
derivative `-B (E - D)⁻² Bᴴ`, and this derivative is negative semidefinite. -/
theorem selfEnergy_hermitian_and_decreasing (B : Matrix m n ℂ) {D : Matrix n n ℂ} {E : ℝ}
    (hD : D.IsHermitian) (hE : OffSpectrum D E) :
    shifted D E * green D E = 1 ∧ (selfEnergy B D E).IsHermitian ∧
      (∀ i j, HasDerivAt (fun x : ℝ => selfEnergy B D x i j) (selfEnergySlope B D E i j) E) ∧
      ∀ u : m → ℂ, star u ⬝ᵥ (selfEnergySlope B D E *ᵥ u) ≤ 0 := by
  refine ⟨(green_inverse hE).1, ?_, hasDerivAt_selfEnergy B hE, fun u => ?_⟩
  · change (selfEnergy B D E)ᴴ = selfEnergy B D E
    simp only [selfEnergy, Matrix.conjTranspose_mul, Matrix.conjTranspose_conjTranspose,
      green_conjTranspose hD, Matrix.mul_assoc]
  · -- the quadratic form is minus a squared norm
    rw [slope_quadratic B hD]
    exact neg_nonpos.mpr (dotProduct_star_self_nonneg _)
```

Q: The last one says that a complex number is `≤ 0`. What does that mean?

A: In the order opened by `ComplexOrder`, it means that the imaginary part is zero and the real part is at most zero. The statement therefore includes that the quadratic form is real. Despite "decreasing" in the theorem's name, the result is local: it gives the slope at $E$ and compares no energies on opposite sides of a pole.

Q: Suppose I let $D$ be non-Hermitian, say with a lossy site.

A: Take one orbital on each side, $B=1$, $D=-i$ and $E=0$. Then $E$ is not an eigenvalue and $\Sigma(x)=1/(x+i)$. But $\Sigma(0)=-i$ is not Hermitian, and $\Sigma'(0)=-1/i^2=1$ is positive. The derivative formula survives; the symmetry and the sign both fail.

Q: When is the slope zero along some $u$?

A: When $GB^\dagger u=0$. Multiplying by $E-D$ turns this into $B^\dagger u=0$: the vector $u$ does not couple to the eliminated orbitals.

```lean
/-- For Hermitian `D` and `E` not an eigenvalue of `D`, the quadratic form of the slope vanishes
on `u` exactly when `u` is not coupled to the eliminated orbitals, `Bᴴ u = 0`. -/
theorem slope_eq_zero_iff (B : Matrix m n ℂ) {D : Matrix n n ℂ} {E : ℝ}
    (hD : D.IsHermitian) (hE : OffSpectrum D E) (u : m → ℂ) :
    star u ⬝ᵥ (selfEnergySlope B D E *ᵥ u) = 0 ↔ Bᴴ *ᵥ u = 0 := by
  rw [slope_quadratic B hD, neg_eq_zero, dotProduct_star_self_eq_zero]
  constructor
  · intro h
    have h2 := congrArg (fun v => shifted D E *ᵥ v) h
    simpa only [Matrix.mulVec_mulVec, ← Matrix.mul_assoc, (green_inverse hE).1,
      Matrix.one_mul, Matrix.mulVec_zero] using h2
  · intro h
    rw [h, Matrix.mulVec_zero]
```

Q: So far this is matrix algebra. Why call $\Sigma$ a self-energy at all?

A: Because it comes out of the eigenvalue problem. Let $w$ be the amplitudes on the eliminated orbitals. The lower block row $B^\dagger u+Dw=Ew$ reads $(E-D)w=B^\dagger u$, so $w=G(E)B^\dagger u$, and each step can be reversed.

```lean
/-- If `E` is not an eigenvalue of `D`, the amplitudes `w` on the eliminated orbitals solve
`Bᴴ u + D w = E w` exactly when `w = (E - D)⁻¹ Bᴴ u`. -/
theorem eliminated_iff (B : Matrix m n ℂ) {D : Matrix n n ℂ} {E : ℝ}
    (hE : OffSpectrum D E) (u : m → ℂ) (w : n → ℂ) :
    Bᴴ *ᵥ u + D *ᵥ w = (E : ℂ) • w ↔ w = green D E *ᵥ (Bᴴ *ᵥ u) := by
  constructor
  · intro h
    have hS : shifted D E *ᵥ w = Bᴴ *ᵥ u := by
      rw [shifted_mulVec, ← h, add_sub_cancel_right]
    rw [← hS, Matrix.mulVec_mulVec, (green_inverse hE).2, Matrix.one_mulVec]
  · intro h
    have hS : shifted D E *ᵥ w = Bᴴ *ᵥ u := by
      rw [h, Matrix.mulVec_mulVec, (green_inverse hE).1, Matrix.one_mulVec]
    rw [shifted_mulVec] at hS
    rw [← hS, sub_add_cancel]
```

Inserting this into the upper row $Au+Bw=Eu$ gives $(A+\Sigma(E))u=Eu$. The theorem states the equivalence for the pair of equations, and does not need $A$ or $D$ Hermitian.

```lean
/-- If `E` is not an eigenvalue of `D`, the two block equations of the full system are equivalent
to the effective equation `(A + Σ(E)) u = E u` together with `w = (E - D)⁻¹ Bᴴ u`. -/
theorem partitioning (A : Matrix m m ℂ) (B : Matrix m n ℂ) {D : Matrix n n ℂ} {E : ℝ}
    (hE : OffSpectrum D E) (u : m → ℂ) (w : n → ℂ) :
    (A *ᵥ u + B *ᵥ w = (E : ℂ) • u ∧ Bᴴ *ᵥ u + D *ᵥ w = (E : ℂ) • w) ↔
      ((A + selfEnergy B D E) *ᵥ u = (E : ℂ) • u ∧ w = green D E *ᵥ (Bᴴ *ᵥ u)) := by
  rw [eliminated_iff B hE]
  exact and_congr_left fun hw => by
    rw [hw, selfEnergy, Matrix.add_mulVec, ← Matrix.mulVec_mulVec, ← Matrix.mulVec_mulVec]
```

Q: And the slope?

A: It measures where the state sits. From $w=GB^\dagger u$ and the quadratic form above, $w^\dagger w=-u^\dagger\Sigma'(E)u$.

```lean
/-- For Hermitian `D` and `E` not an eigenvalue of `D`, amplitudes with `Bᴴ u + D w = E w` have
the weight `w† w = -u† Σ'(E) u` on the eliminated orbitals. -/
theorem eliminated_weight (B : Matrix m n ℂ) {D : Matrix n n ℂ} {E : ℝ}
    (hD : D.IsHermitian) (hE : OffSpectrum D E) (u : m → ℂ) (w : n → ℂ)
    (h : Bᴴ *ᵥ u + D *ᵥ w = (E : ℂ) • w) :
    star w ⬝ᵥ w = -(star u ⬝ᵥ (selfEnergySlope B D E *ᵥ u)) := by
  rw [slope_quadratic B hD, neg_neg, ← (eliminated_iff B hE u w).mp h]

end

end SelfEnergyPartitioning
```

The vectors here are not normalised. If you scale an eigenvector of $H$ at $E$ so that $u^\dagger u=1$, its total squared norm is $1-u^\dagger\Sigma'(E)u$, and the fraction of its weight on the kept orbitals is $1/(1-u^\dagger\Sigma'(E)u)$.

Q: What can I use this for, and what not?

A: In a non-interacting tight-binding or Hückel model with a finite eliminated block, it lets you fold that block into an energy-dependent effective Hamiltonian at every real energy that is not a level of the isolated block. When such an energy is also an eigenvalue of $H$, the slope there, taken along the kept part $u$ of an eigenvector, gives that eigenvector's eliminated weight. Semi-infinite leads, overlapping orbitals and many-body self-energies are not covered.

```lean
#print axioms SelfEnergyPartitioning.selfEnergy_hermitian_and_decreasing
#print axioms SelfEnergyPartitioning.slope_eq_zero_iff
#print axioms SelfEnergyPartitioning.partitioning
#print axioms SelfEnergyPartitioning.eliminated_weight
```

```
'SelfEnergyPartitioning.selfEnergy_hermitian_and_decreasing' depends on axioms: [propext, Classical.choice, Quot.sound]
'SelfEnergyPartitioning.slope_eq_zero_iff' depends on axioms: [propext, Classical.choice, Quot.sound]
'SelfEnergyPartitioning.partitioning' depends on axioms: [propext, Classical.choice, Quot.sound]
'SelfEnergyPartitioning.eliminated_weight' depends on axioms: [propext, Classical.choice, Quot.sound]
```
